# An exponential bound on the squared Bloch length under arbitrary control, for 0 < T2 ≤ 2 T1

Let $M(t)$ be a Bloch vector that is driven by a control field $a(t)$ and relaxes with longitudinal time $T_1$ and transverse time $T_2$ towards the equilibrium vector $(0,0,w_0)$. If $0<T_2\le 2T_1$, then for all $t\ge 0$

$$|M(t)|^2 \;\le\; w_0^2+\bigl(|M(0)|^2-w_0^2\bigr)\,e^{-t/T_1},$$

whatever the control. For a single qubit with density matrix $\rho$, the purity is $\mathrm{Tr}\,\rho^2=(1+|M|^2)/2$. Within the Bloch equation with fixed relaxation times, coherent driving therefore cannot keep the purity above its equilibrium value by any fixed margin.

```lean
import Mathlib

open Matrix Filter

namespace BlochPurityControl

noncomputable section
```

## The driven Bloch equation

Number the components 0, 1, 2, with 2 the longitudinal one. The equation of motion is $\dot M=F(a(t),M)$ with

$$F(a,m)=a\times m-\Bigl(\frac{m_0}{T_2},\;\frac{m_1}{T_2},\;\frac{m_2-w_0}{T_1}\Bigr).$$

The field $a$ is an angular velocity, and the sign convention is that $m$ precesses as $a\times m$. In Lean a Bloch vector is a function `Fin 3 → ℝ`, and `⨯₃` is the cross product.

```lean
/-- The Bloch velocity: precession of `m` about the control field `a`, with transverse
relaxation time `T2` and longitudinal relaxation towards `w0` with time `T1`. -/
def blochField (T1 T2 w0 : ℝ) (a m : Fin 3 → ℝ) : Fin 3 → ℝ :=
  a ⨯₃ m - ![m 0 / T2, m 1 / T2, (m 2 - w0) / T1]
```

A solution is a trajectory whose derivative is $F(a(t),M(t))$ at every $t\ge0$. The derivative is taken within $[0,\infty)$, written `Set.Ici 0`, so it is one-sided at time zero and ordinary afterwards.

```lean
/-- The trajectory `M` obeys the Bloch equation with control `a` at all times `t ≥ 0`
(with a one-sided derivative at time zero). -/
def IsBlochSolution (T1 T2 w0 : ℝ) (a M : ℝ → Fin 3 → ℝ) : Prop :=
  ∀ t, 0 ≤ t → HasDerivWithinAt M (blochField T1 T2 w0 (a t) (M t)) (Set.Ici 0) t
```

Nothing is assumed about $a$ beyond the existence of such an $M$; continuity is not required. A control that jumps usually puts a kink in $M$, however, and a trajectory with a kink is not a solution in this sense. For a piecewise constant control, such as a sequence of square pulses, the bound still holds: apply it on each interval between jumps and chain the results, using that $M$ is continuous. This extension is not formalised here. The relaxation times, the relaxation axis and $w_0$ do not depend on the drive, which is an idealisation for strong fields. The condition $|M|\le1$ for a qubit state is not imposed either, and the bound holds for all real vectors.

## The control drops out of the rate

Along a solution, $\frac{d}{dt}|M|^2=2M\cdot\dot M$. Since $m\cdot(a\times m)=0$, precession does not change the length, and only relaxation remains:

$$2\,m\cdot F(a,m)=-\frac{2(m_0^2+m_1^2)}{T_2}-\frac{2m_2(m_2-w_0)}{T_1}.$$

The squared length is written as the dot product `m ⬝ᵥ m`, because Mathlib's norm on `Fin 3 → ℝ` is the largest absolute component and not the Euclidean length. The proof expands both products into components, and `ring` cancels the terms in $a$.

```lean
/-- Twice the dot product of the Bloch vector with the Bloch velocity contains only relaxation
terms; the control field drops out. -/
theorem purity_rate (T1 T2 w0 : ℝ) (a m : Fin 3 → ℝ) :
    2 * (m ⬝ᵥ blochField T1 T2 w0 a m) =
      -(2 * (m 0 ^ 2 + m 1 ^ 2) / T2) - 2 * m 2 * (m 2 - w0) / T1 := by
  simp [blochField, cross_apply, dotProduct, Fin.sum_univ_three]
  ring
```

## Relaxation removes the excess at rate 1/T1 or faster

The claim is now $2\,m\cdot F(a,m)\le-(|m|^2-w_0^2)/T_1$. Subtract the left side from the right. The transverse terms combine directly, and the longitudinal ones give

$$\frac{-m_2^2+w_0^2+2m_2^2-2m_2w_0}{T_1}=\frac{(m_2-w_0)^2}{T_1}.$$

Hence

$$-\frac{|m|^2-w_0^2}{T_1}-2\,m\cdot F(a,m)=\Bigl(\frac{2}{T_2}-\frac1{T_1}\Bigr)(m_0^2+m_1^2)+\frac{(m_2-w_0)^2}{T_1}.$$

Both terms on the right are nonnegative, the first because $T_2\le2T_1$. Physically, this condition says that the pure dephasing rate $1/T_\varphi$ in $1/T_2=1/(2T_1)+1/T_\varphi$ is not negative. It is a hypothesis here and is not derived from a microscopic model. Positivity of $T_1$ follows from $0<T_2\le2T_1$.

In the code, `p1` and `p2` are the two nonnegative terms and `e` is the displayed identity.

```lean
/-- For `0 < T2 ≤ 2 T1`, twice the dot product of the Bloch vector with the Bloch velocity is at
most minus the excess of the squared length over `w0 ^ 2`, divided by `T1`. -/
theorem purity_rate_le {T1 T2 : ℝ} (hT2 : 0 < T2) (hT : T2 ≤ 2 * T1) (w0 : ℝ)
    (a m : Fin 3 → ℝ) :
    2 * (m ⬝ᵥ blochField T1 T2 w0 a m) ≤ -((m ⬝ᵥ m - w0 ^ 2) / T1) := by
  have hT1 : 0 < T1 := by linarith
  have h : 1 / T1 ≤ 2 / T2 := by
    rw [div_le_div_iff₀ hT1 hT2]
    linarith
  have p1 : 0 ≤ (2 / T2 - 1 / T1) * (m 0 ^ 2 + m 1 ^ 2) :=
    mul_nonneg (sub_nonneg.2 h) (by positivity)
  have p2 : 0 ≤ (m 2 - w0) ^ 2 / T1 := by positivity
  have hm : m ⬝ᵥ m = m 0 * m 0 + m 1 * m 1 + m 2 * m 2 := by
    simp [dotProduct, Fin.sum_univ_three]
  rw [purity_rate, hm]
  -- The gap is the transverse surplus plus a completed square.
  have e : -((m 0 * m 0 + m 1 * m 1 + m 2 * m 2 - w0 ^ 2) / T1) -
      (-(2 * (m 0 ^ 2 + m 1 ^ 2) / T2) - 2 * m 2 * (m 2 - w0) / T1) =
      (2 / T2 - 1 / T1) * (m 0 ^ 2 + m 1 ^ 2) + (m 2 - w0) ^ 2 / T1 := by ring
  linarith
```

## A rescaled excess that never grows

Put $G(\tau)=\bigl(|M(\tau)|^2-w_0^2\bigr)e^{\tau/T_1}$. By the product rule and the rate bound,

$$G'(\tau)=\Bigl(2M\cdot F(a(\tau),M)+\frac{|M|^2-w_0^2}{T_1}\Bigr)e^{\tau/T_1}\le0 .$$

So $G(t)\le G(s)$ for $0\le s\le t$. Multiplication by $e^{-t/T_1}$ gives

$$|M(t)|^2\le w_0^2+\bigl(|M(s)|^2-w_0^2\bigr)e^{-(t-s)/T_1}.$$

The proof follows this order: `hder` is the product rule, `hanti` the monotonicity of $G$, and `key` the inequality $G(t)\le G(s)$, which the last lines multiply by $e^{-t/T_1}$.

```lean
/-- For `0 < T2 ≤ 2 T1` and any two times `0 ≤ s ≤ t`, the excess of the squared Bloch length at `t`
over `w0 ^ 2` is bounded by its value at `s` times `exp (-(t - s) / T1)`, whatever the control. -/
theorem purity_bound_between {T1 T2 w0 : ℝ} {a M : ℝ → Fin 3 → ℝ}
    (hT2 : 0 < T2) (hT : T2 ≤ 2 * T1) (hM : IsBlochSolution T1 T2 w0 a M)
    {s t : ℝ} (hs : 0 ≤ s) (hst : s ≤ t) :
    M t ⬝ᵥ M t ≤ w0 ^ 2 + (M s ⬝ᵥ M s - w0 ^ 2) * Real.exp (-(t - s) / T1) := by
  have e : (fun τ => M τ ⬝ᵥ M τ) =
      fun τ => M τ 0 * M τ 0 + M τ 1 * M τ 1 + M τ 2 * M τ 2 := by
    funext τ
    simp [dotProduct, Fin.sum_univ_three]
  have hc : ContinuousOn M (Set.Ici 0) := fun τ hτ => (hM τ hτ).continuousWithinAt
  have hci := continuousOn_pi.1 hc
  have hN : ContinuousOn (fun τ => M τ ⬝ᵥ M τ) (Set.Ici 0) := by
    rw [e]
    exact (((hci 0).mul (hci 0)).add ((hci 1).mul (hci 1))).add ((hci 2).mul (hci 2))
  have hexp : Continuous (fun τ : ℝ => Real.exp (τ / T1)) :=
    Real.continuous_exp.comp (continuous_id.div_const T1)
  have hder : ∀ τ, 0 < τ → HasDerivAt
      (fun τ => (M τ ⬝ᵥ M τ - w0 ^ 2) * Real.exp (τ / T1))
      (2 * (M τ ⬝ᵥ blochField T1 T2 w0 (a τ) (M τ)) * Real.exp (τ / T1) +
        (M τ ⬝ᵥ M τ - w0 ^ 2) * (Real.exp (τ / T1) * (1 / T1))) τ := by
    intro τ hτ
    have h := hasDerivAt_pi.1 ((hM τ hτ.le).hasDerivAt (Ici_mem_nhds hτ))
    have hn : HasDerivAt (fun τ => M τ ⬝ᵥ M τ)
        (2 * (M τ ⬝ᵥ blochField T1 T2 w0 (a τ) (M τ))) τ := by
      rw [e]
      refine ((((h 0).fun_mul (h 0)).fun_add ((h 1).fun_mul (h 1))).fun_add
        ((h 2).fun_mul (h 2))).congr_deriv ?_
      simp only [dotProduct, Fin.sum_univ_three]
      ring
    exact (hn.sub_const (w0 ^ 2)).fun_mul ((hasDerivAt_id' τ).div_const T1).exp
  -- The excess, rescaled by the growing exponential, never increases.
  have hanti : AntitoneOn (fun τ => (M τ ⬝ᵥ M τ - w0 ^ 2) * Real.exp (τ / T1))
      (Set.Ici 0) := by
    apply antitoneOn_of_deriv_nonpos (convex_Ici 0)
      ((hN.sub continuousOn_const).mul hexp.continuousOn)
    · intro τ hτ
      rw [interior_Ici] at hτ
      exact (hder τ hτ).differentiableAt.differentiableWithinAt
    · intro τ hτ
      rw [interior_Ici] at hτ
      have hd := purity_rate_le hT2 hT w0 (a τ) (M τ)
      calc _ = _ := (hder τ hτ).deriv
        _ = (2 * (M τ ⬝ᵥ blochField T1 T2 w0 (a τ) (M τ)) +
              (M τ ⬝ᵥ M τ - w0 ^ 2) / T1) * Real.exp (τ / T1) := by ring
        _ ≤ 0 := mul_nonpos_of_nonpos_of_nonneg (by linarith) (Real.exp_pos _).le
  have key : (M t ⬝ᵥ M t - w0 ^ 2) * Real.exp (t / T1) ≤
      (M s ⬝ᵥ M s - w0 ^ 2) * Real.exp (s / T1) := hanti hs (hs.trans hst) hst
  have h1 := mul_le_mul_of_nonneg_right key (Real.exp_pos (-(t / T1))).le
  rw [mul_assoc, mul_assoc, ← Real.exp_add, ← Real.exp_add,
    show t / T1 + -(t / T1) = 0 by ring,
    show s / T1 + -(t / T1) = -(t - s) / T1 by ring, Real.exp_zero, mul_one] at h1
  linarith
```

The argument turns on the Mathlib lemma `antitoneOn_of_deriv_nonpos`. It says that a function on a convex set of reals is nonincreasing if it is continuous on the set, differentiable in the interior, and has a nonpositive derivative there. Two of its features shorten the proof.

- Continuity or integrability of the derivative does not have to be checked. Here $G'$ is in fact continuous for any control, because $a$ drops out of it by `purity_rate` and $M$ is continuous; integrating $G'$ would therefore also work.
- The derivative is needed only in the interior, that is, for $\tau>0$. There `Ici_mem_nhds` turns the one-sided derivative into an ordinary one. At $\tau=0$ continuity is enough, and `hN` and `hexp` supply it.

## The bound from time zero

Setting $s=0$ gives the inequality stated at the beginning.

```lean
/-- For `0 < T2 ≤ 2 T1` and any control field, the squared Bloch length at time `t ≥ 0` is at
most `w0 ^ 2` plus the initial excess over `w0 ^ 2` damped by `exp (-t / T1)`. -/
theorem purity_bound {T1 T2 w0 : ℝ} {a M : ℝ → Fin 3 → ℝ}
    (hT2 : 0 < T2) (hT : T2 ≤ 2 * T1) (hM : IsBlochSolution T1 T2 w0 a M)
    {t : ℝ} (ht : 0 ≤ t) :
    M t ⬝ᵥ M t ≤ w0 ^ 2 + (M 0 ⬝ᵥ M 0 - w0 ^ 2) * Real.exp (-t / T1) := by
  have h := purity_bound_between hT2 hT hM le_rfl ht
  rwa [sub_zero] at h
```

In the limiting case $w_0=0$, where equilibrium is the fully mixed state, the bound reads $|M(t)|^2\le|M(0)|^2e^{-t/T_1}$: under any drive, the polarisation dies out at least as fast as $e^{-t/(2T_1)}$.

## Long times

Since $e^{-t/T_1}\to0$, the term $\bigl(|M(0)|^2-w_0^2\bigr)e^{-t/T_1}$ falls below any given $\varepsilon>0$ after some time, and from then on $|M(t)|^2\le w_0^2+\varepsilon$. The phrase `∀ᶠ t in atTop` means "for all sufficiently large $t$". How large may depend on $\varepsilon$, on $T_1$, on $w_0$ and on the initial state.

The margin $\varepsilon$ is needed, because a trajectory may approach the equilibrium length from above without ever reaching it.

```lean
/-- For `0 < T2 ≤ 2 T1` and any control, the squared Bloch length is eventually at most `w0 ^ 2 +
ε`, for every `ε > 0`. -/
theorem eventually_purity_le {T1 T2 w0 : ℝ} {a M : ℝ → Fin 3 → ℝ}
    (hT2 : 0 < T2) (hT : T2 ≤ 2 * T1) (hM : IsBlochSolution T1 T2 w0 a M)
    {ε : ℝ} (hε : 0 < ε) : ∀ᶠ t in atTop, M t ⬝ᵥ M t ≤ w0 ^ 2 + ε := by
  have hT1 : 0 < T1 := by linarith
  have h := (Real.tendsto_exp_neg_atTop_nhds_zero.comp
    (tendsto_id.atTop_div_const hT1)).const_mul (M 0 ⬝ᵥ M 0 - w0 ^ 2)
  rw [mul_zero] at h
  filter_upwards [h.eventually_lt_const hε, eventually_ge_atTop 0] with t h1 h2
  have h3 := purity_bound hT2 hT hM h2
  rw [neg_div] at h3
  simp only [Function.comp_apply, id_eq] at h1
  linarith
```

## Trajectories that return to the same length

Suppose $|M(t)|=|M(s)|$ for some $0\le s<t$, and let $E=|M(s)|^2-w_0^2$. The bound between the two times gives $E\le E\,e^{-(t-s)/T_1}$, that is,

$$E\,\bigl(1-e^{-(t-s)/T_1}\bigr)\le0 .$$

The bracket is positive, so $E\le0$ and $|M(s)|^2\le w_0^2$. In Lean the last step is a contradiction: if $E$ were positive, the product of the two factors, `hpos`, would be positive as well.

On a periodic orbit every time has a later time with the same length, so the whole orbit satisfies $|M|^2\le w_0^2$, now without a margin. A steady state under constant driving is a special case.

```lean
/-- For `0 < T2 ≤ 2 T1`, if a driven Bloch vector has the same length at two times `0 ≤ s < t`, its
squared length at these times is at most `w0 ^ 2`. -/
theorem purity_le_of_return {T1 T2 w0 : ℝ} {a M : ℝ → Fin 3 → ℝ}
    (hT2 : 0 < T2) (hT : T2 ≤ 2 * T1) (hM : IsBlochSolution T1 T2 w0 a M)
    {s t : ℝ} (hs : 0 ≤ s) (hst : s < t) (hret : M t ⬝ᵥ M t = M s ⬝ᵥ M s) :
    M s ⬝ᵥ M s ≤ w0 ^ 2 := by
  have hT1 : 0 < T1 := by linarith
  have h := purity_bound_between hT2 hT hM hs hst.le
  rw [hret] at h
  have hlt : Real.exp (-(t - s) / T1) < 1 :=
    Real.exp_lt_one_iff.2 (div_neg_of_neg_of_pos (by linarith) hT1)
  by_contra hcon
  have hpos := mul_pos (sub_pos.2 (not_le.1 hcon)) (sub_pos.2 hlt)
  linarith
```

## Equality without pure dephasing

At the edge $T_2=2T_1$ the bound is attained. Take a constant longitudinal control $a=(0,0,D)$ and the vector

$$M(t)=\bigl(x_0e^{-t/(2T_1)}\cos Dt,\;x_0e^{-t/(2T_1)}\sin Dt,\;w_0\bigr).$$

```lean
/-- A Bloch vector with constant longitudinal component `w0`, whose transverse part precesses at
angular frequency `D` and decays from `x0` with time constant `2 T1`. -/
def precessing (T1 w0 x0 D t : ℝ) : Fin 3 → ℝ :=
  ![x0 * Real.exp (-t / (2 * T1)) * Real.cos (D * t),
    x0 * Real.exp (-t / (2 * T1)) * Real.sin (D * t), w0]
```

Here $a\times M=(-DM_1,\,DM_0,\,0)$, and differentiation gives

$$\dot M_0=-\frac{M_0}{2T_1}-DM_1,\qquad \dot M_1=-\frac{M_1}{2T_1}+DM_0,\qquad \dot M_2=0,$$

which is the Bloch equation with $T_2=2T_1$. The squared length is

$$|M(t)|^2=w_0^2+x_0^2e^{-t/T_1},$$

and since $|M(0)|^2-w_0^2=x_0^2$, this is the bound with equality. Both terms that were discarded in the rate estimate vanish here: the first because $2/T_2=1/T_1$, the second because $M_2=w_0$.

The theorem states the two facts together. For the equation of motion, `fin_cases i` checks the three components one at a time. For the length, `hlen` uses $\sin^2+\cos^2=1$. The statement places no sign condition on $T_1$; its physical reading is for $T_1>0$.

```lean
/-- For `T2 = 2 T1` and a constant longitudinal control `D`, the precessing Bloch vector
solves the Bloch equation and attains the purity bound with equality at every time. -/
theorem purity_bound_sharp (T1 w0 x0 D : ℝ) :
    IsBlochSolution T1 (2 * T1) w0 (fun _ => ![0, 0, D]) (precessing T1 w0 x0 D) ∧
    ∀ t, precessing T1 w0 x0 D t ⬝ᵥ precessing T1 w0 x0 D t = w0 ^ 2 +
      (precessing T1 w0 x0 D 0 ⬝ᵥ precessing T1 w0 x0 D 0 - w0 ^ 2) *
        Real.exp (-t / T1) := by
  constructor
  · intro t _
    have hE : HasDerivAt (fun τ : ℝ => Real.exp (-τ / (2 * T1)))
        (Real.exp (-t / (2 * T1)) * (-1 / (2 * T1))) t :=
      ((hasDerivAt_id' t).fun_neg.div_const (2 * T1)).exp
    have hθ : HasDerivAt (fun τ : ℝ => D * τ) (D * 1) t := (hasDerivAt_id' t).const_mul D
    refine (hasDerivAt_pi.2 fun i => ?_).hasDerivWithinAt
    fin_cases i
    · refine ((hE.const_mul x0).fun_mul hθ.cos).congr_deriv ?_
      simp [blochField, precessing, cross_apply]
      ring
    · refine ((hE.const_mul x0).fun_mul hθ.sin).congr_deriv ?_
      simp [blochField, precessing, cross_apply]
      ring
    · refine (hasDerivAt_const t w0).congr_deriv ?_
      simp [blochField, precessing, cross_apply]
  · -- The transverse part carries the whole excess.
    have hlen : ∀ t, precessing T1 w0 x0 D t ⬝ᵥ precessing T1 w0 x0 D t =
        w0 ^ 2 + x0 ^ 2 * Real.exp (-t / T1) := by
      intro t
      have hx : Real.exp (-t / T1) = Real.exp (-t / (2 * T1)) ^ 2 := by
        rw [pow_two, ← Real.exp_add]
        congr 1
        ring
      rw [hx]
      simp only [precessing, dotProduct, Fin.sum_univ_three, Matrix.cons_val]
      linear_combination x0 ^ 2 * Real.exp (-t / (2 * T1)) ^ 2 *
        Real.sin_sq_add_cos_sq (D * t)
    intro t
    rw [hlen t, hlen 0]
    simp

end

end BlochPurityControl
```

```lean
#print axioms BlochPurityControl.purity_bound_between
#print axioms BlochPurityControl.eventually_purity_le
#print axioms BlochPurityControl.purity_le_of_return
#print axioms BlochPurityControl.purity_bound_sharp
```

```
'BlochPurityControl.purity_bound_between' depends on axioms: [propext, Classical.choice, Quot.sound]
'BlochPurityControl.eventually_purity_le' depends on axioms: [propext, Classical.choice, Quot.sound]
'BlochPurityControl.purity_le_of_return' depends on axioms: [propext, Classical.choice, Quot.sound]
'BlochPurityControl.purity_bound_sharp' depends on axioms: [propext, Classical.choice, Quot.sound]
```
